# The Tonks-Girardeau wave function is symmetric under every permutation of the particles

The Tonks-Girardeau wave function describes bosons on a ring that cannot pass through one another. Here it is the modulus of an unnormalised Slater determinant of `N` plane waves, with momenta 0 to `N - 1` on a ring of circumference 2π. The theorem `bose_symm` states that its value is unchanged when the positions `x` are rearranged by any permutation `σ`. The attempt uses the fact that permuting the columns of a matrix multiplies its determinant by the sign of the permutation, which is 1 or -1 and so drops out of the modulus.

This version doesn't compile in Lean 4 with Mathlib:

```lean
import Mathlib

open Complex (I)
open scoped Topology

namespace BoseSymm

noncomputable section

variable {N : ℕ}

/-- The Slater determinant (without normalisation) of plane waves with momenta `k a`,
for particles at positions `x j`. -/
def slater (k x : Fin N → ℝ) : ℂ :=
  Matrix.det (Matrix.of fun a j => Complex.exp (I * (k a : ℂ) * (x j : ℂ)))

/-- The Tonks-Girardeau wave function: the modulus of the Slater determinant with
momenta `0, 1, ..., N - 1` on a ring of circumference `2π`. -/
def bose (x : Fin N → ℝ) : ℝ := ‖slater (fun a => ((a : ℕ) : ℝ)) x‖

/-- The Tonks-Girardeau wave function is unchanged by any permutation of the particles. -/
theorem bose_symm (σ : Equiv.Perm (Fin N)) (x : Fin N → ℝ) : bose (x ∘ σ) = bose x := by
  have h := Matrix.det_permute' σ
    (Matrix.of fun a j : Fin N => Complex.exp (I * (((a : ℕ) : ℝ) : ℂ) * (x j : ℂ)))
  change ‖Matrix.det (Matrix.submatrix _ id σ)‖ = ‖Matrix.det _‖
  rw [h, norm_mul]
  rcases Int.units_eq_one_or (Equiv.Perm.sign σ) with hs | hs <;> simp [hs]

end

end BoseSymm
```

The compiler's answer:

```
Main.lean:25:51: error: typeclass instance problem is stuck
  CommRing ?m.49

Note: Lean will not try to resolve this typeclass instance problem because the type argument to `CommRing` is a metavariable. This argument must be fully determined before Lean will try to resolve the typeclass.

Hint: Adding type annotations and supplying implicit arguments to functions can give Lean more information for typeclass resolution. For example, if you have a variable `x` that you intend to be a `Nat`, but Lean reports it as having an unresolved type like `?m`, replacing `x` with `(x : Nat)` can get typeclass resolution un-stuck.
```

What went wrong. The message points to the second `Matrix.det` in the `change` line, the one applied to `_`. A determinant needs its entries to lie in a commutative ring, and Lean finds that structure from the type of the entries. With the matrix left as `_`, that type was still unknown (`?m.49`), and the norm bars do not settle it, since a norm is a real number whatever the type inside. Lean therefore stopped at `CommRing ?m.49`.

The repair replaces `change` with an equation `h1`, which writes the matrix out in full. Its entries are values of `Complex.exp`, so the type is known to be `ℂ`. The equation holds by `rfl`, and rewriting with it puts the left side of the goal in the form that `h` rewrites.

The `change` was also meant to unfold the right side, but `h1` leaves that as `bose x`. So `simp` is now given `bose` and `slater` to unfold it.

As a diff, the version that Lean accepts:

```diff
@@ -23,7 +23,8 @@
   have h := Matrix.det_permute' σ
     (Matrix.of fun a j : Fin N => Complex.exp (I * (((a : ℕ) : ℝ) : ℂ) * (x j : ℂ)))
-  change ‖Matrix.det (Matrix.submatrix _ id σ)‖ = ‖Matrix.det _‖
-  rw [h, norm_mul]
-  rcases Int.units_eq_one_or (Equiv.Perm.sign σ) with hs | hs <;> simp [hs]
+  have h1 : bose (x ∘ σ) = ‖((Matrix.of fun a j : Fin N =>
+      Complex.exp (I * (((a : ℕ) : ℝ) : ℂ) * (x j : ℂ))).submatrix id σ).det‖ := rfl
+  rw [h1, h, norm_mul]
+  rcases Int.units_eq_one_or (Equiv.Perm.sign σ) with hs | hs <;> simp [hs, bose, slater]
 
 end
```
